# The square of the Lorentzian 1/(1 + x²) integrates to π/2 over the real line

The theorem `integral_lorentzian_sq` concerns a Lorentzian line shape in a dimensionless real variable, centred at zero, with peak height one and half-width one at half maximum. It states that the integral of (1/(1 + x²))² over the whole real line is π/2. The profile is not normalised to unit area: its own area is π, so for the profile divided by π the corresponding integral would be 1/(2π). The proof takes (θ + sin θ cos θ)/2 with θ = arctan x as antiderivative, shows the integrand integrable by comparison with 1/(1 + x²), and evaluates the limits at ±∞.

As first written in Lean, the proof fails:

```lean
import Mathlib

open Matrix Filter Topology MeasureTheory

namespace IntegralLorentzianSq

noncomputable section

/-- The squared unit Lorentzian has the integral `π / 2` over the real line. -/
theorem integral_lorentzian_sq : ∫ x : ℝ, ((1 + x ^ 2)⁻¹) ^ 2 = Real.pi / 2 := by
  -- antiderivative `(θ + sin θ cos θ) / 2` with `θ = arctan x`
  let G : ℝ → ℝ := fun t => (t + Real.sin t * Real.cos t) / 2
  have hG : Continuous G := by fun_prop
  have hder : ∀ x : ℝ, HasDerivAt (fun y => G (Real.arctan y)) (((1 + x ^ 2)⁻¹) ^ 2) x := by
    intro x
    have h1 : HasDerivAt G (Real.cos (Real.arctan x) ^ 2) (Real.arctan x) := by
      refine (((hasDerivAt_id' (Real.arctan x)).fun_add
        ((Real.hasDerivAt_sin _).fun_mul (Real.hasDerivAt_cos _))).div_const 2).congr_deriv ?_
      linear_combination -(1 / 2 : ℝ) * Real.sin_sq_add_cos_sq (Real.arctan x)
    refine (h1.comp x (Real.hasDerivAt_arctan x)).congr_deriv ?_
    rw [Real.cos_sq_arctan, one_div, sq]
  have hint : Integrable (fun x : ℝ => ((1 + x ^ 2)⁻¹) ^ 2) := by
    have hc : Continuous (fun x : ℝ => ((1 + x ^ 2)⁻¹) ^ 2) :=
      ((by fun_prop : Continuous fun x : ℝ => 1 + x ^ 2).inv₀
        (fun x => by positivity)).pow 2
    refine integrable_inv_one_add_sq.mono' hc.aestronglyMeasurable
      (Eventually.of_forall fun x => ?_)
    have h0 : 0 ≤ (1 + x ^ 2)⁻¹ := by positivity
    have h1 : (1 + x ^ 2)⁻¹ ≤ 1 := inv_le_one_of_one_le₀ (by nlinarith [sq_nonneg x])
    rw [Real.norm_of_nonneg (by positivity)]
    nlinarith
  have hbot := (hG.tendsto (-(Real.pi / 2))).comp
    (Real.tendsto_arctan_atBot.mono_right nhdsWithin_le_nhds)
  have htop := (hG.tendsto (Real.pi / 2)).comp
    (Real.tendsto_arctan_atTop.mono_right nhdsWithin_le_nhds)
  rw [integral_of_hasDerivAt_of_tendsto hder hint hbot htop]
  simp only [G, Real.cos_neg, Real.cos_pi_div_two, mul_zero]
  ring

end

end IntegralLorentzianSq
```

Messages:

```
Main.lean:14:90: error: unsolved goals
G : ℝ → ℝ := fun t => (t + Real.sin t * Real.cos t) / 2
hG : Continuous G
x : ℝ
h1 : HasDerivAt G (Real.cos (Real.arctan x) ^ 2) (Real.arctan x)
⊢ (1 + x * x)⁻¹ * (1 + x * x)⁻¹ = (1 + x * x)⁻¹ ^ 2
```

Lean accepts the file once it reads:

```diff
@@ -19,5 +19,6 @@
       linear_combination -(1 / 2 : ℝ) * Real.sin_sq_add_cos_sq (Real.arctan x)
     refine (h1.comp x (Real.hasDerivAt_arctan x)).congr_deriv ?_
-    rw [Real.cos_sq_arctan, one_div, sq]
+    rw [Real.cos_sq_arctan, one_div]
+    ring
   have hint : Integrable (fun x : ℝ => ((1 + x ^ 2)⁻¹) ^ 2) := by
     have hc : Continuous (fun x : ℝ => ((1 + x ^ 2)⁻¹) ^ 2) :=
```

The error lies in the proof of `hder`, the derivative of the antiderivative. After `Real.cos_sq_arctan` and `one_div`, the left side is the product of two copies of `(1 + x ^ 2)⁻¹`, and the right side is the square of that inverse. The last rewrite, `sq`, was meant to turn this outer square into a product. But its pattern `?a ^ 2` also fits the inner `x ^ 2`, and that is the match `rw` took. It then rewrote every `x ^ 2` to `x * x` and left the outer square standing, as the reported goal shows. The two sides are equal, but the `rfl` that `rw` tries at the end did not close the goal, so Lean reports it as unsolved.

The repair drops `sq` from the rewrite list and calls `ring` instead. `ring` proves that the product of the two equal inverses is the square of the inverse, without having to choose which square to unfold.
